# A complex 2×2 matrix commutes with spin-½ time reversal exactly when it is a₀I − i a·σ with real a₀ and a

Time reversal acts on a two-component spinor by Θψ = −iσ_y ψ*, which sends (u, v) to (−v*, u*). The lemma says that a complex 2×2 matrix M satisfies MΘψ = ΘMψ for every ψ, normalised or not, exactly when M = a₀I − i a·σ for some real a₀, a₁, a₂, a₃; M need not be unitary or Hermitian. In Lean the four real numbers are the coefficients of a quaternion, and `spinHom` sends the quaternion to the matrix. One direction is checked by components. For the other, the attempt applies the hypothesis to the spin-up vector, which fixes the second column of M by the first, and then reads the four coefficients off the first column.

This version doesn't compile in Lean 4 with Mathlib:

```lean
import Mathlib

open Matrix
open scoped Quaternion

namespace MemRangeIffCommutesTimeReversal

noncomputable section

/-- The Pauli matrix `σx`. -/
def σx : Matrix (Fin 2) (Fin 2) ℂ := !![0, 1; 1, 0]

/-- The Pauli matrix `σy`. -/
def σy : Matrix (Fin 2) (Fin 2) ℂ := !![0, -Complex.I; Complex.I, 0]

/-- The Pauli matrix `σz`. -/
def σz : Matrix (Fin 2) (Fin 2) ℂ := !![1, 0; 0, -1]

/-- The matrix `a0 I - i a.σ` attached to the real quaternion `a0 + a1 i + a2 j + a3 k`. -/
def spinMatrix (q : ℍ[ℝ]) : Matrix (Fin 2) (Fin 2) ℂ :=
  (q.re : ℂ) • (1 : Matrix (Fin 2) (Fin 2) ℂ)
    - Complex.I • ((q.imI : ℂ) • σx + (q.imJ : ℂ) • σy + (q.imK : ℂ) • σz)

/-- The four entries of `a0 I - i a.σ`. -/
theorem spinMatrix_eq (q : ℍ[ℝ]) :
    spinMatrix q =
      !![(q.re : ℂ) - Complex.I * q.imK, -Complex.I * q.imI - q.imJ;
         -Complex.I * q.imI + q.imJ, (q.re : ℂ) + Complex.I * q.imK] := by
  ext i j
  fin_cases i <;> fin_cases j <;> apply Complex.ext <;>
    simp [spinMatrix, σx, σy, σz]

/-- The matrix of a product of quaternions is the product of their matrices. -/
theorem spinMatrix_mul (p q : ℍ[ℝ]) :
    spinMatrix (p * q) = spinMatrix p * spinMatrix q := by
  rw [spinMatrix_eq (p * q), spinMatrix_eq p, spinMatrix_eq q, Matrix.mul_fin_two]
  ext i j
  fin_cases i <;> fin_cases j <;> apply Complex.ext <;> simp <;> ring

/-- The map `a0 + a1 i + a2 j + a3 k ↦ a0 I - i a.σ` as a homomorphism of real algebras. -/
def spinHom : ℍ[ℝ] →ₐ[ℝ] Matrix (Fin 2) (Fin 2) ℂ :=
  AlgHom.ofLinearMap
    { toFun := spinMatrix
      map_add' := by
        intro p q
        rw [spinMatrix_eq (p + q), spinMatrix_eq p, spinMatrix_eq q]
        ext i j
        fin_cases i <;> fin_cases j <;> apply Complex.ext <;> simp <;> ring
      map_smul' := by
        intro r q
        rw [spinMatrix_eq (r • q), spinMatrix_eq q]
        ext i j
        fin_cases i <;> fin_cases j <;> apply Complex.ext <;> simp }
    (by
      change spinMatrix 1 = 1
      rw [spinMatrix_eq]
      ext i j
      fin_cases i <;> fin_cases j <;> simp)
    spinMatrix_mul

/-- The real quaternion `a0 + a1 i + a2 j + a3 k` with given coefficients. -/
def quat (a0 a1 a2 a3 : ℝ) : ℍ[ℝ] := QuaternionAlgebra.mk a0 a1 a2 a3

/-- The coefficients of `a0 + a1 i + a2 j + a3 k` are `a0`, `a1`, `a2`, `a3`. -/
@[simp] theorem quat_coefficients (a0 a1 a2 a3 : ℝ) :
    (quat a0 a1 a2 a3).re = a0 ∧ (quat a0 a1 a2 a3).imI = a1 ∧
      (quat a0 a1 a2 a3).imJ = a2 ∧ (quat a0 a1 a2 a3).imK = a3 :=
  ⟨rfl, rfl, rfl, rfl⟩

/-- Time reversal of a spin one-half: `Θψ = -i σy ψ*`. -/
def timeReversal (ψ : Fin 2 → ℂ) : Fin 2 → ℂ := (-Complex.I • σy) *ᵥ star ψ

/-- In components, time reversal sends `(u, v)` to `(-v*, u*)`. -/
theorem timeReversal_eq (ψ : Fin 2 → ℂ) :
    timeReversal ψ = ![-star (ψ 1), star (ψ 0)] := by
  ext i
  fin_cases i <;> apply Complex.ext <;>
    simp [timeReversal, σy, Matrix.mulVec, dotProduct, Fin.sum_univ_two]

/-- A complex 2x2 matrix has the form `a0 I - i a.σ` with real coefficients exactly when it
commutes with time reversal. -/
theorem mem_range_iff_commutes_timeReversal (M : Matrix (Fin 2) (Fin 2) ℂ) :
    (∃ q : ℍ[ℝ], spinHom q = M) ↔
      ∀ ψ : Fin 2 → ℂ, M *ᵥ timeReversal ψ = timeReversal (M *ᵥ ψ) := by
  constructor
  · rintro ⟨q, rfl⟩ ψ
    change spinMatrix q *ᵥ timeReversal ψ = timeReversal (spinMatrix q *ᵥ ψ)
    rw [timeReversal_eq, timeReversal_eq, spinMatrix_eq]
    ext i
    fin_cases i <;> apply Complex.ext <;>
      simp [Matrix.mulVec, dotProduct, Fin.sum_univ_two] <;> ring
  · intro h
    -- the spin-up vector fixes the second column in terms of the first
    have h' := h ![1, 0]
    rw [timeReversal_eq, timeReversal_eq] at h'
    have h0 := congrFun h' 0
    have h1 := congrFun h' 1
    simp [Matrix.mulVec, dotProduct, Fin.sum_univ_two] at h0 h1
    refine ⟨QuaternionAlgebra.mk (M 0 0).re (-(M 1 0).im) (M 1 0).re (-(M 0 0).im), ?_⟩
    change spinMatrix _ = M
    rw [spinMatrix_eq]
    ext i j
    fin_cases i <;> fin_cases j <;> apply Complex.ext <;> simp [h0, h1]

end

end MemRangeIffCommutesTimeReversal
```

The compiler's answer:

```
Main.lean:101:8: error: Tactic `rewrite` failed: Did not find an occurrence of the pattern
  spinMatrix ?q
in the target expression
  spinMatrix { re := (M 0 0).re, imI := -(M 1 0).im, imJ := (M 1 0).re, imK := -(M 0 0).im } = M

case mpr
M : Matrix (Fin 2) (Fin 2) ℂ
h : ∀ (ψ : Fin 2 → ℂ), M *ᵥ timeReversal ψ = timeReversal (M *ᵥ ψ)
h' : M *ᵥ ![-star (![1, 0] 1), star (![1, 0] 0)] = ![-star ((M *ᵥ ![1, 0]) 1), star ((M *ᵥ ![1, 0]) 0)]
h0 : M 0 1 = -(starRingEnd ℂ) (M 1 0)
h1 : M 1 1 = (starRingEnd ℂ) (M 0 0)
⊢ spinMatrix { re := (M 0 0).re, imI := -(M 1 0).im, imJ := (M 1 0).re, imK := -(M 0 0).im } = M

Note: The target expression is not type-correct under the `implicit` transparency level, which may have triggered the failure. This is usually caused by unfolding of semireducible definitions in prior tactic steps. Use `set_option linter.tacticCheckInstances true` to investigate the source of the issue.
Full error:
  function expected
    M 0
```

The mended proof, as a diff:

```diff
@@ -97,5 +97,5 @@
     have h1 := congrFun h' 1
     simp [Matrix.mulVec, dotProduct, Fin.sum_univ_two] at h0 h1
-    refine ⟨QuaternionAlgebra.mk (M 0 0).re (-(M 1 0).im) (M 1 0).re (-(M 0 0).im), ?_⟩
+    refine ⟨quat (M 0 0).re (-(M 1 0).im) (M 1 0).re (-(M 0 0).im), ?_⟩
     change spinMatrix _ = M
     rw [spinMatrix_eq]
```

The message says that `rw [spinMatrix_eq]` found no instance of `spinMatrix ?q`, though the goal visibly begins with `spinMatrix`. The obstacle is the type of the argument. The lemma wants `?q : ℍ[ℝ]`, while a bare `QuaternionAlgebra.mk` term has a `QuaternionAlgebra` type. The two types agree only after the definition behind `ℍ[ℝ]` is unfolded, and `rw` does not unfold it when matching.

The note in the message points to a mismatch of the same kind, in `M 0 0`, where `Matrix` must be unfolded before `M` can be applied as a function. That cannot be what stops the rewrite, since the repaired line contains the same entries and compiles.

The repair builds the quaternion with `quat`, which has the same coefficients but is declared to return `ℍ[ℝ]`. The types now match as written and the rewrite goes through. The closing `simp` can then read off the coefficients by `quat_coefficients`, which is marked `@[simp]`.
